# A Bloch vector of unit length defines a qubit density matrix

For a single qubit, let `r` be a real 3-vector with r·r = 1. The theorem `isDensity_of_unit` states that the matrix (1 + r·σ)/2 is then a density matrix, that is, positive semidefinite with trace one. The attempt shows that this matrix is Hermitian and equal to its own square, so that it can be written as its conjugate transpose times itself, a product which is always positive semidefinite. The trace is computed directly from the matrix entries.

As first written in Lean, the proof fails:

```lean
import Mathlib

open Matrix
open scoped ComplexOrder

namespace IsDensityOfUnit

noncomputable section

/-- The spin observable `a·σ = a₀ σ_x + a₁ σ_y + a₂ σ_z` along a real 3-vector `a`. -/
def spin (a : Fin 3 → ℝ) : Matrix (Fin 2) (Fin 2) ℂ :=
  !![(a 2 : ℂ), a 0 - a 1 * Complex.I; a 0 + a 1 * Complex.I, -(a 2 : ℂ)]

/-- The matrix `(1 + r·σ)/2` with Bloch vector `r`. -/
def blochState (r : Fin 3 → ℝ) : Matrix (Fin 2) (Fin 2) ℂ :=
  (1 / 2 : ℂ) • (1 + spin r)

/-- A qubit density matrix: positive semidefinite with unit trace. -/
def IsDensity (ρ : Matrix (Fin 2) (Fin 2) ℂ) : Prop :=
  ρ.PosSemidef ∧ ρ.trace = 1

/-- The square of a spin observable is a multiple of the identity: `(a·σ)² = (a·a) 1`. -/
theorem spin_sq (a : Fin 3 → ℝ) :
    spin a * spin a = ((a ⬝ᵥ a : ℝ) : ℂ) • (1 : Matrix (Fin 2) (Fin 2) ℂ) := by
  ext i j
  fin_cases i <;> fin_cases j <;> apply Complex.ext <;>
    simp [spin, Matrix.mul_apply, dotProduct, Fin.sum_univ_succ] <;> ring

/-- A Bloch vector of unit length gives a density matrix. -/
theorem isDensity_of_unit {r : Fin 3 → ℝ} (hr : r ⬝ᵥ r = 1) : IsDensity (blochState r) := by
  have hH : (blochState r)ᴴ = blochState r := by
    ext i j
    fin_cases i <;> fin_cases j <;> apply Complex.ext <;> simp [blochState, spin]
  have hs : spin r * spin r = 1 := by rw [spin_sq, hr, Complex.ofReal_one, one_smul]
  -- the state is a Hermitian projector, hence positive
  have hP : blochState r * blochState r = blochState r := by
    have e : (1 + spin r) * (1 + spin r) = 1 + spin r + spin r + spin r * spin r := by
      noncomm_ring
    rw [blochState, Matrix.smul_mul, Matrix.mul_smul, e, hs]
    module
  refine ⟨?_, ?_⟩
  · have h := Matrix.posSemidef_conjTranspose_mul_self (blochState r)
    rwa [hH, hP] at h
  · simp [blochState, spin, Matrix.trace_fin_two]
    ring

end

end IsDensityOfUnit
```

The error:

```
Main.lean:31:46: error: unsolved goals
case «0».«0».a
r : Fin 3 → ℝ
hr : r ⬝ᵥ r = 1
⊢ 2⁻¹ + 2⁻¹ * r 2 = 2⁻¹ * (1 + r 2)

case «1».«1».a
r : Fin 3 → ℝ
hr : r ⬝ᵥ r = 1
⊢ 2⁻¹ + -(2⁻¹ * r 2) = 2⁻¹ * (1 + -r 2)
Main.lean:45:4: error: No goals to be solved
```

As a diff, the version that Lean accepts:

```diff
@@ -31,5 +31,5 @@
   have hH : (blochState r)ᴴ = blochState r := by
     ext i j
-    fin_cases i <;> fin_cases j <;> apply Complex.ext <;> simp [blochState, spin]
+    fin_cases i <;> fin_cases j <;> apply Complex.ext <;> simp [blochState, spin] <;> ring
   have hs : spin r * spin r = 1 := by rw [spin_sq, hr, Complex.ofReal_one, one_smul]
   -- the state is a Hermitian projector, hence positive
@@ -43,5 +43,4 @@
     rwa [hH, hP] at h
   · simp [blochState, spin, Matrix.trace_fin_two]
-    ring
 
 end
```

What went wrong. The first error is in the proof of `hH`, that the matrix is Hermitian. The entries are compared by real and imaginary parts, and `simp` leaves two goals open, the real parts of the two diagonal entries. In each, the side from the conjugate transpose has the factor 1/2 multiplied out, as in `2⁻¹ + 2⁻¹ * r 2`, while the other side keeps it in front, as in `2⁻¹ * (1 + r 2)`. The two sides are equal by distributivity, but `simp` did not bring them to the same form. Adding `<;> ring` proves both goals; it runs only on what `simp` leaves, so the parts already closed cause no trouble.

The second error is the opposite case. In the trace computation `simp` already finishes the proof, so the `ring` after it has nothing to prove, and Lean reports this as an error. Deleting that line removes it.
